# The correction to steepest descent at large level shift is Hg/b² to leading order

The theorem `steepest_descent_correction` concerns one occupied orbital of energy zero, coupled by a fixed vector g to a virtual space on which a fixed bounded linear operator H acts, with a real level shift b added to H. For all large enough b, the unnormalised orbital (1, t(b)) is assumed to be an eigenvector of the shifted Fock matrix, with an eigenvalue that is a lower bound on the real part of the normalised energy expectation value. The claim is that b(b t(b) + g) → Hg as b → ∞, so that t(b) = −g/b + Hg/b² + o(1/b²), where −g/b is the steepest-descent step. The proof multiplies the exact identity b t + g = ⟨g, t⟩t − Ht by b, and takes the limit of the right-hand side from the earlier results t(b) → 0 and b t(b) → −g.

This version doesn't compile in Lean 4 with Mathlib:

```lean
import Mathlib

open Filter Topology Matrix

namespace LargeShiftOrbitalRotation

noncomputable section

variable {𝕜 E : Type*} [RCLike 𝕜] [NormedAddCommGroup E] [InnerProductSpace 𝕜 E]

/-- The level-shifted Fock matrix `[[0, g†], [g, H + b]]` acting on a pair
(occupied amplitude, virtual component). -/
def shiftedFock (H : E →L[𝕜] E) (g : E) (b : ℝ) (v : 𝕜 × E) : 𝕜 × E :=
  (inner 𝕜 g v.2, v.1 • g + H v.2 + (b : 𝕜) • v.2)

/-- The orbital `(1, t)` is an eigenvector of the shifted Fock matrix with eigenvalue `l`,
and `l` is a lower bound of the energy expectation value. -/
structure IsLowestState (H : E →L[𝕜] E) (g : E) (b l : ℝ) (t : E) : Prop where
  eigen : shiftedFock H g b ((1 : 𝕜), t) = (l : 𝕜) • ((1 : 𝕜), t)
  lowest : ∀ v : 𝕜 × E, l * (‖v.1‖ ^ 2 + ‖v.2‖ ^ 2) ≤
    RCLike.re (inner 𝕜 v.1 (shiftedFock H g b v).1 + inner 𝕜 v.2 (shiftedFock H g b v).2)

variable {H : E →L[𝕜] E} {g : E}

/-- The occupied and virtual components of the eigenvalue equation. -/
theorem block_equations {b l : ℝ} {t : E} (h : IsLowestState H g b l t) :
    inner 𝕜 g t = (l : 𝕜) ∧ g + H t + (b : 𝕜) • t = (l : 𝕜) • t := by
  constructor
  · simpa [shiftedFock] using congrArg Prod.fst h.eigen
  · simpa [shiftedFock] using congrArg Prod.snd h.eigen

/-- The shifted rotation `b t` equals `-g` plus terms that are linear and quadratic in `t`. -/
theorem step_equation {b l : ℝ} {t : E} (h : IsLowestState H g b l t) :
    (b : 𝕜) • t = inner 𝕜 g t • t - H t - g := by
  obtain ⟨h1, h2⟩ := block_equations h
  rw [h1, ← h2]
  abel

/-- An inequality between the orbital rotation and the coupling: `(b - ‖H‖) ‖t‖ ≤ ‖g‖`. -/
theorem rotation_bound {b l : ℝ} {t : E} (h : IsLowestState H g b l t) :
    (b - ‖H‖) * ‖t‖ ≤ ‖g‖ := by
  obtain ⟨-, h2⟩ := block_equations h
  -- the unrotated occupied orbital is a trial state of energy zero
  have hl : l ≤ 0 := by
    have h0 := h.lowest ((1 : 𝕜), (0 : E))
    simpa [shiftedFock] using h0
  have key : ((b - l : ℝ) : 𝕜) • t = -(g + H t) := by
    rw [RCLike.ofReal_sub, sub_smul, ← h2]
    abel
  have hn : |b - l| * ‖t‖ = ‖g + H t‖ := by
    have h3 := congrArg norm key
    rwa [norm_smul, RCLike.norm_ofReal, norm_neg] at h3
  have h4 : (b - l) * ‖t‖ ≤ |b - l| * ‖t‖ :=
    mul_le_mul_of_nonneg_right (le_abs_self _) (norm_nonneg t)
  have h5 := norm_add_le g (H t)
  have h6 := H.le_opNorm t
  have h7 := mul_nonneg (neg_nonneg.2 hl) (norm_nonneg t)
  nlinarith

/-- The orbital rotation vanishes in the limit of a large level shift. -/
theorem rotation_tendsto_zero {l : ℝ → ℝ} {t : ℝ → E}
    (h : ∀ᶠ b in atTop, IsLowestState H g b (l b) (t b)) :
    Tendsto t atTop (𝓝 0) := by
  have h1 : Tendsto (fun b : ℝ => b - ‖H‖) atTop atTop := by
    simpa [sub_eq_add_neg] using
      tendsto_atTop_add_const_right atTop (-‖H‖) (tendsto_id (α := ℝ))
  refine squeeze_zero_norm' ?_ (h1.const_div_atTop ‖g‖)
  filter_upwards [h, eventually_gt_atTop ‖H‖] with b hs hb
  rw [le_div_iff₀ (sub_pos.2 hb), mul_comm]
  exact rotation_bound hs

/-- Large-shift limit: the rotation `t(b)` obtained by diagonalizing the shifted Fock matrix
satisfies `b t(b) → -g`, the steepest-descent direction. -/
theorem shifted_rotation_tendsto {l : ℝ → ℝ} {t : ℝ → E}
    (h : ∀ᶠ b in atTop, IsLowestState H g b (l b) (t b)) :
    Tendsto (fun b : ℝ => (b : 𝕜) • t b) atTop (𝓝 (-g)) := by
  have hi : Continuous fun x : E => inner 𝕜 g x := (innerSL 𝕜 g).continuous
  have hc : Continuous fun x : E => inner 𝕜 g x • x - H x - g :=
    ((hi.smul continuous_id).sub H.continuous).sub continuous_const
  have h1 : Tendsto (fun b => inner 𝕜 g (t b) • t b - H (t b) - g) atTop
      (𝓝 (inner 𝕜 g (0 : E) • (0 : E) - H 0 - g)) :=
    (hc.tendsto 0).comp (rotation_tendsto_zero h)
  have e : inner 𝕜 g (0 : E) • (0 : E) - H 0 - g = -g := by simp
  rw [e] at h1
  exact h1.congr' (h.mono fun b hb => (step_equation hb).symm)

/-- The next order after the steepest-descent limit: `b (b t(b) + g) → H g`. -/
theorem steepest_descent_correction {l : ℝ → ℝ} {t : ℝ → E}
    (h : ∀ᶠ b in atTop, IsLowestState H g b (l b) (t b)) :
    Tendsto (fun b : ℝ => (b : 𝕜) • ((b : 𝕜) • t b + g)) atTop (𝓝 (H g)) := by
  have hs := shifted_rotation_tendsto h
  have hi : Tendsto (fun b => inner 𝕜 g (t b)) atTop (𝓝 (inner 𝕜 g (0 : E))) :=
    ((innerSL 𝕜 g).continuous.tendsto 0).comp (rotation_tendsto_zero h)
  have hH : Tendsto (fun b : ℝ => H ((b : 𝕜) • t b)) atTop (𝓝 (H (-g))) :=
    (H.continuous.tendsto (-g)).comp hs
  have h3 := (hi.smul hs).sub hH
  have e : inner 𝕜 g (0 : E) • (-g) - H (-g) = H g := by simp
  rw [e] at h3
  refine h3.congr' (h.mono fun b hb => ?_)
  -- multiply the exact residual by the shift
  have e' : (b : 𝕜) • t b + g = inner 𝕜 g (t b) • t b - H (t b) := by
    rw [step_equation hb]
    abel
  show inner 𝕜 g (t b) • ((b : 𝕜) • t b) - H ((b : 𝕜) • t b) = _
  rw [e', smul_sub, map_smul, smul_comm]

end

end LargeShiftOrbitalRotation
```

Compiling this gives:

```
Main.lean:105:6: error: Tactic `rewrite` failed: Did not find an occurrence of the pattern
  ↑b • t b + g
in the target expression
  inner 𝕜 g (t b) • ↑b • t b - H (↑b • t b) = (fun b => ↑b • (↑b • t b + g)) b

𝕜 : Type u_1
E : Type u_2
inst✝² : RCLike 𝕜
inst✝¹ : NormedAddCommGroup E
inst✝ : InnerProductSpace 𝕜 E
H : E →L[𝕜] E
g : E
l : ℝ → ℝ
t : ℝ → E
h : ∀ᶠ (b : ℝ) in atTop, IsLowestState H g b (l b) (t b)
hs : Tendsto (fun b => ↑b • t b) atTop (𝓝 (-g))
hi : Tendsto (fun b => inner 𝕜 g (t b)) atTop (𝓝 (inner 𝕜 g 0))
hH : Tendsto (fun b => H (↑b • t b)) atTop (𝓝 (H (-g)))
h3 : Tendsto (fun x => inner 𝕜 g (t x) • ↑x • t x - H (↑x • t x)) atTop (𝓝 (H g))
e : inner 𝕜 g 0 • -g - H (-g) = H g
b : ℝ
hb : IsLowestState H g b (l b) (t b)
e' : ↑b • t b + g = inner 𝕜 g (t b) • t b - H (t b)
⊢ inner 𝕜 g (t b) • ↑b • t b - H (↑b • t b) = (fun b => ↑b • (↑b • t b + g)) b
```

The error is in the last step, which shows that the function whose limit is known agrees with the one in the theorem. The `_` in the `show` line lets Lean fill in the right-hand side from the goal, where it is still a function applied to an argument, `(fun b => ↑b • (↑b • t b + g)) b`. Inside that function `b` is a bound variable, distinct from the fixed `b` in `e'`, though both print alike. So `rw [e']` finds no instance of its left-hand side, `↑b • t b + g`, and fails.

The repair writes the right-hand side out in the `show` line with the argument already substituted. Lean accepts this because the two forms are equal by definition. The expression `(b : 𝕜) • t b + g` now appears with the fixed `b`, so `e'` can rewrite it, and the remaining rewrites, which are unchanged, close the goal.

The repair, with which the file compiles:

```diff
@@ -102,5 +102,6 @@
     rw [step_equation hb]
     abel
-  show inner 𝕜 g (t b) • ((b : 𝕜) • t b) - H ((b : 𝕜) • t b) = _
+  show inner 𝕜 g (t b) • ((b : 𝕜) • t b) - H ((b : 𝕜) • t b)
+    = (b : 𝕜) • ((b : 𝕜) • t b + g)
   rw [e', smul_sub, map_smul, smul_comm]
 
```
